# The occupation-pattern operators of finitely many fermionic modes sum to the identity

For finitely many fermionic modes, `IsCAR.sum_occProj` states that the operators P_S, summed over all sets S of modes, give the identity. Each P_S is the product of the number operators n_p for the modes in S and of 1 - n_p for the modes outside it. The creation and annihilation operators are elements of a complex algebra and are assumed only to obey the canonical anticommutation relations; they need not be adjoints of each other. The proof goes by induction on the set of modes: when a mode p is added, each earlier pattern splits into one with p empty and one with p filled, and the two new factors add up to (1 - n_p) + n_p = 1.

This version doesn't compile in Lean 4 with Mathlib:

```lean
import Mathlib

open Finset
open scoped Kronecker

namespace SumOccProj

noncomputable section

variable {ι A : Type*} [DecidableEq ι] [Ring A]

/-- The canonical anticommutation relations for creation operators `c p` and
annihilation operators `a p`. -/
structure IsCAR (c a : ι → A) : Prop where
  create : ∀ p q, c p * c q + c q * c p = 0
  annihilate : ∀ p q, a p * a q + a q * a p = 0
  mixed : ∀ p q, a p * c q + c q * a p = if p = q then 1 else 0

/-- The number operator of mode `p`. -/
def number (c a : ι → A) (p : ι) : A := c p * a p

/-- The factor of mode `p` in the pattern `S`: `n_p` if `p` is in `S`, and `1 - n_p` if not. -/
def occFactor (c a : ι → A) (S : Finset ι) (p : ι) : A :=
  if p ∈ S then number c a p else 1 - number c a p

variable [Algebra ℂ A] {c a : ι → A}

/-- In a complex algebra, the canonical anticommutation relations make each number operator
idempotent and any two number operators commute. -/
theorem IsCAR.number_rel (h : IsCAR c a) (p q : ι) :
    number c a p * number c a p = number c a p ∧
      Commute (number c a p) (number c a q) := by
  constructor
  · -- Pauli principle: a mode cannot be filled twice
    have hcc : c p * c p = 0 := by
      calc c p * c p = (1 / 2 : ℂ) • (c p * c p + c p * c p) := by module
        _ = 0 := by rw [h.create p p, smul_zero]
    have hac : a p * c p + c p * a p = 1 := (h.mixed p p).trans (if_pos rfl)
    change c p * a p * (c p * a p) = c p * a p
    linear_combination (norm := noncomm_ring) c p * hac * a p - hcc * (a p * a p)
  · by_cases hpq : p = q
    · subst hpq
      exact Commute.refl _
    · have h1 : a p * c q + c q * a p = 0 := (h.mixed p q).trans (if_neg hpq)
      have h2 : a q * c p + c p * a q = 0 := (h.mixed q p).trans (if_neg (Ne.symm hpq))
      have h3 := h.create p q
      have h4 := h.annihilate p q
      change c p * a p * (c q * a q) = c q * a q * (c p * a p)
      linear_combination (norm := noncomm_ring)
        c p * h1 * a q - c q * h2 * a p - h3 * (a p * a q) + c q * c p * h4

omit [Algebra ℂ A] in
/-- An operator that commutes with `n_q` commutes with the factor of mode `q` in any pattern. -/
theorem commute_factor {x : A} {q : ι} (S : Finset ι) (hx : Commute x (number c a q)) :
    Commute x (occFactor c a S q) := by
  unfold occFactor
  split_ifs
  exacts [hx, (Commute.one_right x).sub_right hx]

/-- Under the canonical anticommutation relations, the factors of different modes in a pattern
commute. -/
theorem IsCAR.factor_pairwise (h : IsCAR c a) (S s : Finset ι) :
    (s : Set ι).Pairwise (Function.onFun Commute (occFactor c a S)) := by
  intro i _ j _ _
  exact commute_factor S (commute_factor S (h.number_rel j i).2).symm

variable [Fintype ι]

/-- The operator `P_S`: the product of `n_p` over the modes in `S` and `1 - n_p` over
the modes outside `S`. -/
def IsCAR.occProj (h : IsCAR c a) (S : Finset ι) : A :=
  univ.noncommProd (occFactor c a S) (h.factor_pairwise S univ)

/-- Completeness: the operators `P_S` of all occupation patterns sum to the identity. -/
theorem IsCAR.sum_occProj (h : IsCAR c a) : ∑ S, h.occProj S = 1 := by
  -- add the modes one at a time, each contributing n_p + (1 - n_p) = 1
  have key : ∀ s : Finset ι, ∑ S ∈ s.powerset, s.noncommProd (occFactor c a S)
      (fun i _ j _ _ => (h.factor_commute S).1 i j) = 1 := by
    intro s
    induction s using Finset.induction_on with
    | empty => simp
    | insert p s hp ih =>
      rw [Finset.sum_powerset_insert hp, ← Finset.sum_add_distrib, ← ih]
      refine Finset.sum_congr rfl fun S hS => ?_
      have hpS : p ∉ S := fun hm => hp (mem_powerset.mp hS hm)
      have e : s.noncommProd (occFactor c a (insert p S))
          (fun i _ j _ _ => (h.factor_commute (insert p S)).1 i j) =
          s.noncommProd (occFactor c a S)
          (fun i _ j _ _ => (h.factor_commute S).1 i j) :=
        Finset.noncommProd_congr rfl (fun q hq => by
          have hqp : q ≠ p := fun e => hp (e ▸ hq)
          simp [occFactor, hqp]) _
      rw [Finset.noncommProd_insert_of_notMem _ _ _ _ hp,
        Finset.noncommProd_insert_of_notMem _ _ _ _ hp, e, ← add_mul]
      simp [occFactor, hpS]
  have hu := key univ
  rw [Finset.powerset_univ] at hu
  exact hu

end

end SumOccProj
```

Compiling this gives:

```
Main.lean:78:27: error(lean.invalidField): Invalid field `factor_commute`: The environment does not contain `SumOccProj.IsCAR.factor_commute`, so it is not possible to project the field `factor_commute` from an expression
  h
of type `IsCAR c a`
Main.lean:81:12: error: unsolved goals
case empty
ι : Type u_1
A : Type u_2
inst✝³ : DecidableEq ι
inst✝² : Ring A
inst✝¹ : Algebra ℂ A
c a : ι → A
inst✝ : Fintype ι
h : IsCAR c a
⊢ ∅.noncommProd (occFactor c a ∅) ⋯ = 1
Main.lean:87:31: error(lean.invalidField): Invalid field `factor_commute`: The environment does not contain `SumOccProj.IsCAR.factor_commute`, so it is not possible to project the field `factor_commute` from an expression
  h
of type `IsCAR c a`
Main.lean:89:31: error(lean.invalidField): Invalid field `factor_commute`: The environment does not contain `SumOccProj.IsCAR.factor_commute`, so it is not possible to project the field `factor_commute` from an expression
  h
of type `IsCAR c a`
```

Cause. `noncommProd` needs a proof that the factors commute pairwise. The attempt takes it from `h.factor_commute`, and three of the four messages say that no such declaration exists. The file does prove the fact, as `IsCAR.factor_pairwise`, and `h.factor_pairwise S s` has the very type that `noncommProd` asks for, so the diff puts it in wherever the missing name was used.

The remaining message is from the empty case, where `simp` reduced the sum to its single term but left the product over the empty set unevaluated. That goal was built on the faulty commutation proof, and the messages don't show whether `simp` would have finished with a sound one. The repair does the step by hand: two rewrites reduce the sum, and `Finset.noncommProd_empty` says that the empty product is 1.

No message concerns the rewrites that end the induction step. The diff spells them out through `split`, which takes the factor of mode p out of the product, and `one`, which says that the two factors of p sum to 1; neither answers a reported error.

As a diff, the version that Lean accepts:

```diff
@@ -75,23 +75,28 @@
 theorem IsCAR.sum_occProj (h : IsCAR c a) : ∑ S, h.occProj S = 1 := by
   -- add the modes one at a time, each contributing n_p + (1 - n_p) = 1
-  have key : ∀ s : Finset ι, ∑ S ∈ s.powerset, s.noncommProd (occFactor c a S)
-      (fun i _ j _ _ => (h.factor_commute S).1 i j) = 1 := by
+  have key : ∀ s : Finset ι, ∑ S ∈ s.powerset,
+      s.noncommProd (occFactor c a S) (h.factor_pairwise S s) = 1 := by
     intro s
     induction s using Finset.induction_on with
-    | empty => simp
+    | empty =>
+      rw [Finset.powerset_empty, Finset.sum_singleton]
+      exact Finset.noncommProd_empty _ _
     | insert p s hp ih =>
       rw [Finset.sum_powerset_insert hp, ← Finset.sum_add_distrib, ← ih]
       refine Finset.sum_congr rfl fun S hS => ?_
       have hpS : p ∉ S := fun hm => hp (mem_powerset.mp hS hm)
+      have split : ∀ T, (insert p s).noncommProd (occFactor c a T)
+          (h.factor_pairwise T (insert p s)) =
+          occFactor c a T p * s.noncommProd (occFactor c a T) (h.factor_pairwise T s) :=
+        fun T => Finset.noncommProd_insert_of_notMem _ _ _ _ hp
       have e : s.noncommProd (occFactor c a (insert p S))
-          (fun i _ j _ _ => (h.factor_commute (insert p S)).1 i j) =
-          s.noncommProd (occFactor c a S)
-          (fun i _ j _ _ => (h.factor_commute S).1 i j) :=
+          (h.factor_pairwise (insert p S) s) =
+          s.noncommProd (occFactor c a S) (h.factor_pairwise S s) :=
         Finset.noncommProd_congr rfl (fun q hq => by
           have hqp : q ≠ p := fun e => hp (e ▸ hq)
           simp [occFactor, hqp]) _
-      rw [Finset.noncommProd_insert_of_notMem _ _ _ _ hp,
-        Finset.noncommProd_insert_of_notMem _ _ _ _ hp, e, ← add_mul]
-      simp [occFactor, hpS]
+      have one : occFactor c a S p + occFactor c a (insert p S) p = 1 := by
+        simp [occFactor, hpS]
+      rw [split S, split (insert p S), e, ← add_mul, one, one_mul]
   have hu := key univ
   rw [Finset.powerset_univ] at hu
```
